# For overlapping bra and ket, the energy $p\cdot Hq/p\cdot q$ is stationary exactly at left and right eigenvectors of $H$

The bra $p$ and the ket $q$ are treated here as two independent coordinate vectors, and neither need be the conjugate of the other. The pairing $p\cdot q=\sum_i p_iq_i$ contains no complex conjugation, and the matrix $H$ need not be symmetric. Coupled-cluster methods with separately parametrised bra and ket make an energy of this kind stationary; the result below concerns a finite basis in which every component of both vectors varies freely, not a truncated cluster expansion.

```lean
import Mathlib

open Matrix

namespace BivariationalPrinciple

noncomputable section

variable {𝕜 n : Type*} [NontriviallyNormedField 𝕜] [Fintype n]
```

The finite type `n` labels the basis states. The scalars `𝕜` form a nontrivially normed field, for which you may read $\mathbb R$ or $\mathbb C$. A vector is a function `n → 𝕜`, one number per basis state.

## Energy and stationarity

```lean
/-- The bivariational energy `p·Hq / p·q` of a bra `p` and an independent ket `q`,
meant for `p·q ≠ 0`. -/
def energy (H : Matrix n n 𝕜) (p q : n → 𝕜) : 𝕜 :=
  (p ⬝ᵥ H *ᵥ q) / (p ⬝ᵥ q)
```

This is
$$E(p,q)=\frac{p\cdot Hq}{p\cdot q}.$$
The symbol `⬝ᵥ` is the pairing, `H *ᵥ q` is $Hq$, and `p ᵥ* H`, used later, is the row vector $pH$. Dividing by the overlap takes care of normalisation, so $p\cdot q=1$ is not required. Lean gives a quotient with zero denominator the value 0, so the general theorems about $E$ assume a nonzero overlap.

```lean
/-- The energy is stationary at `(p, q)`: its derivative under joint variation of
bra and ket is zero. Meant for `p·q ≠ 0`. -/
def IsStationary (H : Matrix n n 𝕜) (p q : n → 𝕜) : Prop :=
  HasFDerivAt (fun x : (n → 𝕜) × (n → 𝕜) => energy H x.1 x.2)
    (0 : (n → 𝕜) × (n → 𝕜) →L[𝕜] 𝕜) (p, q)
```

`HasFDerivAt f L x` says that `f` is differentiable at `x` with the linear map `L` as its derivative. Here `x` is the pair $(p,q)$ and `L` is zero: $E$ has no first-order change when bra and ket vary together. Over $\mathbb C$ this is a complex derivative.

## The first variation

```lean
/-- Product rule for a matrix element whose bra and ket both move along straight lines. -/
theorem matrixElement_hasDerivAt (A : Matrix n n 𝕜) (p q u v : n → 𝕜) :
    HasDerivAt (fun t : 𝕜 => (p + t • u) ⬝ᵥ A *ᵥ (q + t • v))
      (u ⬝ᵥ A *ᵥ q + p ⬝ᵥ A *ᵥ v) 0 := by
  have hid := hasDerivAt_id' (0 : 𝕜)
  have h := ((hid.mul_const (u ⬝ᵥ A *ᵥ q + p ⬝ᵥ A *ᵥ v)).const_add
    (p ⬝ᵥ A *ᵥ q)).fun_add ((hid.fun_mul hid).mul_const (u ⬝ᵥ A *ᵥ v))
  -- the matrix element is a quadratic polynomial in t
  have e : (fun t : 𝕜 => (p + t • u) ⬝ᵥ A *ᵥ (q + t • v)) = fun t : 𝕜 =>
      p ⬝ᵥ A *ᵥ q + t * (u ⬝ᵥ A *ᵥ q + p ⬝ᵥ A *ᵥ v) + t * t * (u ⬝ᵥ A *ᵥ v) := by
    funext t
    simp only [Matrix.mulVec_add, Matrix.mulVec_smul, add_dotProduct, dotProduct_add,
      smul_dotProduct, dotProduct_smul, smul_eq_mul]
    ring
  rw [e]
  exact h.congr_deriv (by ring)
```

Move the bra along $p+tu$ and the ket along $q+tv$. For any matrix $A$,
$$(p+tu)\cdot A(q+tv)=p\cdot Aq+t\,(u\cdot Aq+p\cdot Av)+t^2\,u\cdot Av,$$
and the derivative at $t=0$ is the coefficient of $t$. In the proof, `e` is this expansion and `h` differentiates the polynomial.

```lean
/-- First variation of the energy: the ket residual is tested by the change `u` of the bra,
and the bra residual by the change `v` of the ket. -/
theorem energy_hasDerivAt (H : Matrix n n 𝕜) {p q : n → 𝕜} (hpq : p ⬝ᵥ q ≠ 0)
    (u v : n → 𝕜) :
    HasDerivAt (fun t : 𝕜 => energy H (p + t • u) (q + t • v))
      ((u ⬝ᵥ (H *ᵥ q - energy H p q • q) + (p ᵥ* H - energy H p q • p) ⬝ᵥ v)
        / (p ⬝ᵥ q)) 0 := by
  classical
  have hn := matrixElement_hasDerivAt H p q u v
  have hd := matrixElement_hasDerivAt (1 : Matrix n n 𝕜) p q u v
  simp only [Matrix.one_mulVec] at hd
  have h0 : (p + (0 : 𝕜) • u) ⬝ᵥ (q + (0 : 𝕜) • v) ≠ 0 := by
    simpa only [zero_smul, add_zero] using hpq
  refine (hn.fun_div hd h0).congr_deriv ?_
  simp only [zero_smul, add_zero, energy, dotProduct_sub, sub_dotProduct, dotProduct_smul,
    smul_dotProduct, smul_eq_mul, ← Matrix.dotProduct_mulVec]
  field_simp
  ring
```

Let $N$ and $D$ be the numerator and denominator of $E$ along the line. The previous lemma with $A=H$ and with $A=1$ gives, at $t=0$,
$$N'=u\cdot Hq+p\cdot Hv,\qquad D'=u\cdot q+p\cdot v.$$
Since $N=ED$, the quotient rule becomes
$$\frac{N'D-ND'}{D^2}=\frac{N'-ED'}{D}=\frac{u\cdot(Hq-Eq)+(pH-Ep)\cdot v}{p\cdot q},$$
where $p\cdot Hv=(pH)\cdot v$ was used. Lean applies the quotient rule with `hn.fun_div hd h0`, and `field_simp` and `ring` do the algebra.

```lean
/-- Any Fréchet derivative of the energy is given by the first-variation formula. -/
theorem fderiv_apply (H : Matrix n n 𝕜) {p q : n → 𝕜} (hpq : p ⬝ᵥ q ≠ 0)
    {L : (n → 𝕜) × (n → 𝕜) →L[𝕜] 𝕜}
    (hL : HasFDerivAt (fun x : (n → 𝕜) × (n → 𝕜) => energy H x.1 x.2) L (p, q))
    (u v : n → 𝕜) :
    L (u, v) = (u ⬝ᵥ (H *ᵥ q - energy H p q • q)
      + (p ᵥ* H - energy H p q • p) ⬝ᵥ v) / (p ⬝ᵥ q) := by
  have line : ∀ w z : n → 𝕜, HasDerivAt (fun t : 𝕜 => w + t • z) z 0 := fun w z =>
    (((hasDerivAt_id' (0 : 𝕜)).smul_const z).const_add w).congr_deriv (one_smul _ _)
  have hL' : HasFDerivAt (fun x : (n → 𝕜) × (n → 𝕜) => energy H x.1 x.2) L
      (p + (0 : 𝕜) • u, q + (0 : 𝕜) • v) := by
    simpa only [zero_smul, add_zero] using hL
  -- chain rule along a straight line through (p, q)
  have hc : HasDerivAt ((fun x : (n → 𝕜) × (n → 𝕜) => energy H x.1 x.2) ∘
      (fun t : 𝕜 => (p + t • u, q + t • v))) (L (u, v)) 0 :=
    HasFDerivAt.comp_hasDerivAt (0 : 𝕜) hL' ((line p u).prodMk (line q v))
  exact hc.unique (energy_hasDerivAt H hpq u v)
```

Suppose $E$ has a derivative $L$ at $(p,q)$. By the chain rule, $L(u,v)$ is the derivative of $E$ along the line just considered. A function of $t$ has only one derivative at $0$, so $L(u,v)$ equals the expression above. The last line, with `hc.unique`, is this comparison.

## Stationarity and the eigenvalue equations

```lean
/-- Bivariational principle: for overlapping bra and ket, the energy is stationary exactly
when they are left and right eigenvectors of `H` with the energy as common eigenvalue. -/
theorem isStationary_iff (H : Matrix n n 𝕜) {p q : n → 𝕜} (hpq : p ⬝ᵥ q ≠ 0) :
    IsStationary H p q ↔
      H *ᵥ q = energy H p q • q ∧ p ᵥ* H = energy H p q • p := by
  constructor
  · intro h
    have key : ∀ u v : n → 𝕜, u ⬝ᵥ (H *ᵥ q - energy H p q • q)
        + (p ᵥ* H - energy H p q • p) ⬝ᵥ v = 0 := fun u v => by
      have h1 : (0 : 𝕜) = _ := fderiv_apply H hpq h u v
      exact (div_eq_zero_iff.mp h1.symm).resolve_right hpq
    -- a vector orthogonal to every test vector is zero
    have hz : ∀ r : n → 𝕜, (∀ w, w ⬝ᵥ r = 0) → r = 0 := fun r hr => by
      classical
      funext i
      simpa using hr (Pi.single i 1)
    constructor
    · refine sub_eq_zero.mp (hz _ fun w => ?_)
      have h2 := key w 0
      rwa [dotProduct_zero, add_zero] at h2
    · refine sub_eq_zero.mp (hz _ fun w => ?_)
      have h2 := key 0 w
      rwa [zero_dotProduct, zero_add, dotProduct_comm] at h2
  · rintro ⟨h1, h2⟩
    have hn : DifferentiableAt 𝕜
        (fun x : (n → 𝕜) × (n → 𝕜) => x.1 ⬝ᵥ H *ᵥ x.2) (p, q) := by
      simp only [dotProduct, Matrix.mulVec]
      fun_prop
    have hd : DifferentiableAt 𝕜
        (fun x : (n → 𝕜) × (n → 𝕜) => x.1 ⬝ᵥ x.2) (p, q) := by
      simp only [dotProduct]
      fun_prop
    have hE : DifferentiableAt 𝕜
        (fun x : (n → 𝕜) × (n → 𝕜) => energy H x.1 x.2) (p, q) := by
      have hi : DifferentiableAt 𝕜 ((fun y : 𝕜 => y⁻¹) ∘
          (fun x : (n → 𝕜) × (n → 𝕜) => x.1 ⬝ᵥ x.2)) (p, q) :=
        DifferentiableAt.comp (p, q) (hasDerivAt_inv hpq).differentiableAt hd
      have h := hn.mul hi
      simp only [energy, div_eq_mul_inv]
      exact h
    -- both residuals vanish, hence so does the derivative
    have hL := hE.hasFDerivAt
    refine hL.congr_fderiv (ContinuousLinearMap.ext fun ⟨u, v⟩ => ?_)
    change fderiv 𝕜 _ (p, q) (u, v) = 0
    rw [fderiv_apply H hpq hL, sub_eq_zero.mpr h1, sub_eq_zero.mpr h2,
      dotProduct_zero, zero_dotProduct, add_zero, zero_div]
```

For $p\cdot q\neq0$, stationarity is equivalent to
$$Hq=E\,q\quad\text{and}\quad pH=E\,p,\qquad E=E(p,q).$$
The nonzero overlap also ensures that neither vector is zero, so these are genuine eigenvectors.

From left to right, $L=0$ gives
$$u\cdot(Hq-Eq)+(pH-Ep)\cdot v=0\quad\text{for all }u,v.$$
Set $v=0$ and let $u$ be the $i$-th unit vector, `Pi.single i 1`: the $i$-th component of $Hq-Eq$ vanishes. Setting $u=0$ treats the bra in the same way.

From right to left, we first need $E$ to be differentiable. Its numerator and denominator are polynomials in the components, which `fun_prop` handles, and the denominator is nonzero at $(p,q)$. The derivative is then given by the first-variation formula, where both residuals vanish.

In the smallest case, one basis state with $H=(h)$, the energy equals $h$ wherever the overlap is nonzero. Every such pair is stationary, and every nonzero number is an eigenvector.

```lean
/-- For overlapping bra and ket, the energy is stationary exactly when each of them satisfies
an eigenvalue equation, the two eigenvalues not being assumed equal. -/
theorem isStationary_iff_exists (H : Matrix n n 𝕜) {p q : n → 𝕜} (hpq : p ⬝ᵥ q ≠ 0) :
    IsStationary H p q ↔ (∃ a : 𝕜, H *ᵥ q = a • q) ∧ (∃ b : 𝕜, p ᵥ* H = b • p) := by
  rw [isStationary_iff H hpq]
  constructor
  · rintro ⟨h1, h2⟩
    exact ⟨⟨_, h1⟩, ⟨_, h2⟩⟩
  · rintro ⟨⟨a, ha⟩, ⟨b, hb⟩⟩
    -- the overlap forces both eigenvalues to equal the energy
    have ea : energy H p q = a := by
      rw [energy, ha, dotProduct_smul, smul_eq_mul, mul_div_cancel_right₀ _ hpq]
    have eb : energy H p q = b := by
      rw [energy, Matrix.dotProduct_mulVec, hb, smul_dotProduct, smul_eq_mul,
        mul_div_cancel_right₀ _ hpq]
    exact ⟨by rw [ea, ha], by rw [eb, hb]⟩
```

Here the two eigenvalues may be different at the outset: $Hq=aq$ and $pH=bp$. Evaluating $p\cdot Hq$ in both ways gives
$$a\,(p\cdot q)=p\cdot Hq=b\,(p\cdot q),$$
so $a=b=E$. The steps `ea` and `eb` are these two evaluations.

Without overlap the equivalence fails. Take $H=\mathrm{diag}(0,1)$, $p=(1,0)$ and $q=(0,1)$. Both eigenvalue equations hold, with $b=0$ and $a=1$, but $p\cdot q=0$. Changing only the second component of $p$ gives energy 1, while changing only the first component of $q$ gives energy 0. No value assigned at the pair itself makes $E$ continuous there, let alone stationary.

## The energy error near an eigenpair

```lean
/-- Exact energy error near a pair of left and right eigenvectors: it is the matrix element of `H -
e` between the bra error `u` and the ket error `v`, divided by the overlap of the displaced pair. -/
theorem energy_error (H : Matrix n n 𝕜) {p q u v : n → 𝕜} {e : 𝕜}
    (hq : H *ᵥ q = e • q) (hp : p ᵥ* H = e • p) (h : (p + u) ⬝ᵥ (q + v) ≠ 0) :
    energy H (p + u) (q + v) - e
      = (u ⬝ᵥ (H *ᵥ v - e • v)) / ((p + u) ⬝ᵥ (q + v)) := by
  have hpv : p ⬝ᵥ H *ᵥ v = e * (p ⬝ᵥ v) := by
    rw [Matrix.dotProduct_mulVec, hp, smul_dotProduct, smul_eq_mul]
  rw [eq_div_iff h, sub_mul, energy, div_mul_cancel₀ _ h]
  simp only [Matrix.mulVec_add, hq, add_dotProduct, dotProduct_add, hpv, dotProduct_sub,
    dotProduct_smul, smul_eq_mul]
  ring
```

Let $Hq=eq$ and $pH=ep$, and let $u$ and $v$ be the errors of bra and ket. Since $H-e$ gives zero on $q$ from the left and on $p$ from the right,
$$(p+u)\cdot(H-e)(q+v)=u\cdot(H-e)v.$$
Dividing by the new overlap gives
$$E(p+u,q+v)-e=\frac{u\cdot(H-e)v}{(p+u)\cdot(q+v)}.$$
This is exact, and the errors need not be small. The numerator is linear in each error separately. In Lean, `eq_div_iff` clears the denominator, and the eigenvalue equations and `ring` finish the calculation.

## A stationary energy that is not a minimum

```lean
/-- A non-symmetric real 2 × 2 matrix, used as a two-level model. -/
def twoLevel : Matrix (Fin 2) (Fin 2) ℝ := !![0, 1; 0, 1]
```

The semicolon separates rows, so
$$H=\begin{pmatrix}0&1\\0&1\end{pmatrix},$$
with eigenvalues 0 and 1. Being non-symmetric, it is not the matrix of an energy observable in an orthonormal basis. It is a similarity transform of one: $H=V\,\mathrm{diag}(0,1)\,V^{-1}$ with $V=\begin{pmatrix}1&1\\0&1\end{pmatrix}$.

```lean
/-- The two-level energy is stationary at bra `(1, -1)` and ket `(1, 0)` with value zero, yet
takes negative and positive values at the displaced pairs for every small `t > 0`. -/
theorem twoLevel_saddle :
    IsStationary twoLevel ![1, -1] ![1, 0] ∧ energy twoLevel ![1, -1] ![1, 0] = 0 ∧
      ∀ t : ℝ, 0 < t → t < 1 / 2 →
        energy twoLevel ![1, -1 + -t] ![1, t] < 0 ∧
        0 < energy twoLevel ![1, -1 + t] ![1, t] := by
  have val : ∀ s t : ℝ, energy twoLevel ![1, -1 + s] ![1, t]
      = (s * t) / (1 - t + s * t) := fun s t => by
    have h : energy twoLevel ![1, -1 + s] ![1, t]
        = (1 * (0 * 1 + 1 * t) + (-1 + s) * (0 * 1 + 1 * t)) / (1 * 1 + (-1 + s) * t) := by
      simp [energy, twoLevel, Matrix.mulVec, dotProduct, Fin.sum_univ_two]
    rw [h]
    congr 1 <;> ring
  refine ⟨?_, ?_, fun t h0 h1 => ⟨?_, ?_⟩⟩
  · rw [isStationary_iff_exists _ (by simp [dotProduct, Fin.sum_univ_two])]
    constructor
    · refine ⟨0, ?_⟩
      ext i
      fin_cases i <;> simp [twoLevel, Matrix.mulVec, dotProduct, Fin.sum_univ_two]
    · refine ⟨0, ?_⟩
      ext i
      fin_cases i <;> simp [twoLevel, Matrix.vecMul, dotProduct, Fin.sum_univ_two]
  · simp [energy, twoLevel, Matrix.mulVec, dotProduct, Fin.sum_univ_two]
  · rw [val]
    exact div_neg_of_neg_of_pos (by nlinarith) (by nlinarith)
  · rw [val]
    exact div_pos (by nlinarith) (by nlinarith)

end

end BivariationalPrinciple
```

The bra $(1,-1)$ and the ket $(1,0)$ have overlap 1 and satisfy both eigenvalue equations with eigenvalue 0, so the previous equivalence makes them stationary. For the displaced pair $(1,-1+s)$ and $(1,t)$, the step `val` computes
$$E=\frac{st}{1-t+st}.$$
For $0<t<\tfrac12$ the denominator is positive when $s=\pm t$. The choice $s=-t$ therefore gives a negative energy and $s=t$ a positive one, arbitrarily close to the stationary point. The negative values lie below the lowest eigenvalue, so a trial energy with independent bra and ket need not be an upper bound to the ground-state energy. Symmetry of the matrix alone would not restore the bound: for $\mathrm{diag}(0,1)$, the bra $(1,-t)$ and the ket $(1,t)$ with $0<t<1$ give the energy $-t^2/(1-t^2)<0$. The Rayleigh–Ritz bound for a real symmetric matrix also takes the bra equal to the ket.

```lean
#print axioms BivariationalPrinciple.isStationary_iff
#print axioms BivariationalPrinciple.energy_error
#print axioms BivariationalPrinciple.twoLevel_saddle
```

```
'BivariationalPrinciple.isStationary_iff' depends on axioms: [propext, Classical.choice, Quot.sound]
'BivariationalPrinciple.energy_error' depends on axioms: [propext, Classical.choice, Quot.sound]
'BivariationalPrinciple.twoLevel_saddle' depends on axioms: [propext, Classical.choice, Quot.sound]
```
